# A sharp quadratic bound on the idempotency error after two different SP2 polynomials

At zero temperature the one-particle density matrix of non-interacting electrons with a gap between occupied and empty states is a projector: each eigenvalue is 1 for an occupied state and 0 for an empty one. SP2 purification approaches this projector from a Hamiltonian rescaled so that its spectrum lies in \([0,1]\), with the lowest energies nearest 1, by repeatedly applying one of two quadratic polynomials. The eigenvectors stay fixed, so each eigenvalue \(x\), called an occupation here, evolves on its own. Strictly between 0 and 1, squaring moves it down and the other polynomial moves it up. Near one end of the interval a given polynomial improves the occupation, and near the other end it makes it worse. How large can the deviation from idempotency be after each polynomial has acted once?

## Occupations, pairs and runs

The code treats one occupation as a real number.

```lean
import Mathlib

open Filter Topology

namespace SP2Pair

noncomputable section
```

The two polynomials are \(x^2\), called `square`, and \(2x-x^2\), called `fill`.

```lean
/-- The SP2 polynomial `x²`. -/
def square (x : ℝ) : ℝ := x ^ 2

/-- The SP2 polynomial `2x - x²`. -/
def fill (x : ℝ) : ℝ := 2 * x - x ^ 2
```

The idempotency error is \(e(x)=x-x^2\), which vanishes exactly at 0 and 1.

```lean
/-- The idempotency error `x - x²` of an occupation `x`. -/
def err (x : ℝ) : ℝ := x - x ^ 2
```

A pair applies each polynomial once. Its order \(o\) is either square-first or fill-first, and \(y\) denotes the occupation after the pair, `pair o x`.

```lean
/-- The two orders in which a pair of SP2 polynomials can be applied. -/
inductive Order
  | squareFirst
  | fillFirst

/-- One SP2 pair: each of the two polynomials is applied once, in the given order. -/
def pair : Order → ℝ → ℝ
  | .squareFirst, x => fill (square x)
  | .fillFirst, x => square (fill x)
```

Two numbers are fixed: \(C=(71+17\sqrt{17})/32\approx 4.41\) and \(s=(\sqrt{17}-1)/4\approx 0.78\).

```lean
/-- The constant `(71 + 17√17)/32`. -/
def sharpConst : ℝ := (71 + 17 * √17) / 32

/-- The number `(√17 - 1)/4`. -/
def critical : ℝ := (√17 - 1) / 4
```

Exchanging particles and holes replaces \(x\) by \(1-x\). Accordingly, `touch o` is \(s\) for square-first and \(1-s\) for fill-first pairs, while the folded occupation \(t\), written `fold o x`, is \(x\) or \(1-x\) respectively.

```lean
/-- The number `(√17 - 1)/4` for square-first pairs, and its particle-hole reflection for fill-first
pairs. -/
def touch : Order → ℝ
  | .squareFirst => critical
  | .fillFirst => 1 - critical

/-- The occupation for square-first pairs, the hole occupation for fill-first pairs. -/
def fold : Order → ℝ → ℝ
  | .squareFirst, x => x
  | .fillFirst, x => 1 - x
```

A run starts at \(x_0=x\), and the pair with order `o n` takes \(x_n\) to \(x_{n+1}\). The orders form an arbitrary prescribed sequence. An SP2 code usually chooses each polynomial from the trace, and its choices need not group into such pairs. That selection rule, matrix truncation and rounding are absent from the model.

```lean
/-- A run of SP2 pairs from the occupation `x`, the `n`-th pair having the order `o n`. -/
def run (o : ℕ → Order) (x : ℝ) : ℕ → ℝ
  | 0 => x
  | n + 1 => pair (o n) (run o x n)
```

## (a) The number \(s\)

Show that \(0<s<1\) and

\[
2s^2+s=2 .
\]

Since \(1<\sqrt{17}<5\), the numerator \(\sqrt{17}-1\) lies between 0 and 4, which gives the bounds. For the equation, write \(r=\sqrt{17}\):

\[
2s^2+s-2=\frac{(r-1)^2}{8}+\frac{r-1}{4}-2=\frac{r^2-17}{8}=0 .
\]

The factor \(1/8\) in the final `linear_combination` is the one in this line.

```lean
/-- The number `(√17 - 1)/4` lies strictly between 0 and 1 and solves `2s² + s = 2`. -/
theorem critical_spec : 0 < critical ∧ critical < 1 ∧ 2 * critical ^ 2 + critical = 2 := by
  have h : √17 ^ 2 = (17 : ℝ) := Real.sq_sqrt (by norm_num)
  have h0 : 0 ≤ √(17 : ℝ) := Real.sqrt_nonneg 17
  have h1 : 1 < √(17 : ℝ) := by nlinarith
  have h5 : √(17 : ℝ) < 5 := by nlinarith
  unfold critical
  refine ⟨by linarith, by linarith, ?_⟩
  linear_combination (1 / 8) * h
```

## (b) The gap as a square times a quadratic

Show that, for every real \(x\) and either order,

\[
C\,e(x)^2-e(y)=\bigl[e(x)(t-s)\bigr]^2\Bigl(t^2+(2+2s)t+2+\tfrac52 s\Bigr).
\]

Take square-first, where \(t=x\). Then \(y=x^2(2-x^2)\) and \(1-y=(1-x^2)^2\), so

\[
e(y)=y(1-y)=x^2(1-x)^2\,(2-x^2)(1+x)^2=e(x)^2R(x),
\]

with

\[
R(t)=(2-t^2)(1+t)^2=2+4t+t^2-2t^3-t^4 .
\]

Its derivative is \(R'(t)=2(1+t)(2-t-2t^2)\), which vanishes at \(s\) by (a). Using \(s^2=1-s/2\),

\[
R(s)=\Bigl(1+\frac s2\Bigr)\Bigl(2+\frac{3s}{2}\Bigr)=\frac{11}{4}+\frac{17}{8}s=C .
\]

Thus \(C-R(t)\) has a double root at \(s\), and

\[
C-R(t)=(t-s)^2(t^2+bt+c).
\]

The coefficient of \(t^3\) gives \(b-2s=2\), so \(b=2+2s\). The coefficient of \(t^2\) gives \(c-2sb+s^2=-1\), so \(c=3s^2+4s-1=2+\tfrac52s\). Multiplying by \(e(x)^2\) proves the identity.

For fill-first, set \(t=1-x\). The first polynomial gives \(1-t^2\), and the second gives \(y=(1-t^2)^2\). Hence \(1-y=t^2(2-t^2)\), which is the square-first result for \(t\). Since \(e(1-z)=e(z)\) for every \(z\), both errors agree with those of the first case.

Lean first rewrites \(C\) as \(11/4+17s/8\). In each order, `linear_combination` then shows that the two sides differ by a multiple of \(2s^2+s-2\), which is zero by (a).

```lean
/-- The gap between `C e(x)²` and the error after one pair is a square times a quadratic
factor in the folded occupation. -/
theorem pair_gap (o : Order) (x : ℝ) :
    sharpConst * err x ^ 2 - err (pair o x) =
      (err x * (fold o x - critical)) ^ 2 *
        (fold o x ^ 2 + (2 + 2 * critical) * fold o x + (2 + 5 / 2 * critical)) := by
  have h := critical_spec.2.2
  have hC : sharpConst = 11 / 4 + 17 / 8 * critical := by
    unfold sharpConst critical
    ring
  rw [hC]
  cases o
  · simp only [pair, fill, square, err, fold]
    linear_combination (x - x ^ 2) ^ 2 *
      (3 / 2 * x ^ 2 + (2 - critical) * x - 5 / 4 * critical - 3 / 8) * h
  · simp only [pair, fill, square, err, fold]
    linear_combination (x - x ^ 2) ^ 2 *
      (3 / 2 * (1 - x) ^ 2 + (2 - critical) * (1 - x) - 5 / 4 * critical - 3 / 8) * h
```

## (c) The bound and its equality cases

For \(x\in[0,1]\) and either order, show that

\[
e(y)\le C\,e(x)^2,
\]

with equality exactly at \(x=0\), \(x=1\) and one interior point: \(s\) for square-first, \(1-s\) for fill-first.

Here \(t\ge0\) and \(s>0\), so the quadratic factor in (b) is positive. The gap is therefore non-negative, and it vanishes exactly when \(e(x)=0\) or \(t=s\). The first condition gives the endpoints, and the second gives the interior point. As \(e(x)>0\) at that point, no smaller constant would serve.

The statement says that `touch o` belongs to the open interval `Set.Ioo (0 : ℝ) 1`, and then gives the inequality and the equivalence for all `x` in the closed interval. In the proof, `hq` is the positivity of the quadratic factor and `g` is the identity from (b). The two directions of the equivalence follow from the zeros of the squared factor.

```lean
/-- For occupations in [0,1], the idempotency error after one SP2 pair in either order is at most
`(71 + 17√17)/32` times the square of the error before it. Equality holds exactly at 0, at 1 and at
one further occupation, which lies strictly between them. -/
theorem pair_error_sharp (o : Order) :
    touch o ∈ Set.Ioo (0 : ℝ) 1 ∧ ∀ x ∈ Set.Icc (0 : ℝ) 1,
      err (pair o x) ≤ sharpConst * err x ^ 2 ∧
      (err (pair o x) = sharpConst * err x ^ 2 ↔ x = 0 ∨ x = 1 ∨ x = touch o) := by
  obtain ⟨hs0, hs1, -⟩ := critical_spec
  refine ⟨?_, fun x hx => ?_⟩
  · cases o
    · exact ⟨hs0, hs1⟩
    · exact ⟨by simp only [touch]; linarith, by simp only [touch]; linarith⟩
  have ht : 0 ≤ fold o x := by
    cases o
    · exact hx.1
    · simp only [fold]
      linarith [hx.2]
  have hq : 0 < fold o x ^ 2 + (2 + 2 * critical) * fold o x + (2 + 5 / 2 * critical) := by
    positivity
  have g := pair_gap o x
  refine ⟨?_, fun h => ?_, fun h => ?_⟩
  · have := mul_nonneg (sq_nonneg (err x * (fold o x - critical))) hq.le
    linarith
  · -- equality forces the squared factor to vanish
    rw [h, sub_self] at g
    have h1 := (mul_eq_zero.1 g.symm).resolve_right hq.ne'
    rcases mul_eq_zero.1 (pow_eq_zero_iff two_ne_zero |>.1 h1) with h2 | h2
    · have h3 : x * (1 - x) = 0 := by
        unfold err at h2
        linarith
      rcases mul_eq_zero.1 h3 with h4 | h4
      · exact Or.inl h4
      · exact Or.inr (Or.inl (by linarith))
    · refine Or.inr (Or.inr ?_)
      cases o <;> simp only [fold, touch] at h2 ⊢ <;> linarith
  · have hz : err x * (fold o x - critical) = 0 := by
      rcases h with h | h | h
      · rw [h]; simp [err]
      · rw [h]; simp [err]
      · rw [h]
        cases o <;> simp only [fold, touch] <;> ring
    rw [hz] at g
    linarith
```

## (d) Runs stay in the unit interval

Show that \(x_0\in[0,1]\) implies, for every \(n\),

\[
0\le x_n\le1 .
\]

If \(z\in[0,1]\), then \(z^2\in[0,1]\), and \(2z-z^2=1-(1-z)^2\in[0,1]\) as well. Each polynomial preserves the interval, hence so does each pair, and induction on \(n\) finishes the argument. In Lean, `hsq` and `hfi` are the two preservation statements, and the induction step applies them in the order that `o n` prescribes.

```lean
/-- Every run of SP2 pairs that starts in [0,1] stays in [0,1]. -/
theorem run_mem (o : ℕ → Order) {x : ℝ} (hx : x ∈ Set.Icc (0 : ℝ) 1) (n : ℕ) :
    run o x n ∈ Set.Icc (0 : ℝ) 1 := by
  have hsq : ∀ y ∈ Set.Icc (0 : ℝ) 1, square y ∈ Set.Icc (0 : ℝ) 1 := fun y hy =>
    ⟨sq_nonneg y, by unfold square; nlinarith [hy.1, hy.2]⟩
  have hfi : ∀ y ∈ Set.Icc (0 : ℝ) 1, fill y ∈ Set.Icc (0 : ℝ) 1 := fun y hy =>
    ⟨by unfold fill; nlinarith [hy.1, mul_nonneg hy.1 (sub_nonneg.2 hy.2)],
      by unfold fill; nlinarith [sq_nonneg (1 - y)]⟩
  induction n with
  | zero => exact hx
  | succ n ih =>
    simp only [run]
    cases o n
    · exact hfi _ (hsq _ ih)
    · exact hsq _ (hfi _ ih)
```

## (e) Error after \(n\) pairs

Let \(x_0\in[0,1]\) and \(e_n=e(x_n)\). Show that

\[
C e_n\le (C e_0)^{2^n},
\]

and that \(e_n\to0\) if \(Ce_0<1\).

At \(n=0\) the two sides are equal. For the next step, (c) and the induction hypothesis give

\[
Ce_{n+1}\le C\cdot C e_n^2=(Ce_n)^2\le\bigl((Ce_0)^{2^n}\bigr)^2=(Ce_0)^{2^{n+1}} .
\]

Squaring preserves the second inequality because \(Ce_n\ge0\), by (d). If \(Ce_0<1\), then \(2^n\ge n\) and \(C\ge1\) give

\[
0\le e_n\le Ce_n\le(Ce_0)^{2^n}\le(Ce_0)^n\to0 .
\]

The `calc` block is the induction step, and `squeeze_zero` carries out the limit. The condition \(Ce_0<1\) means that the starting occupation lies outside a window of roughly 0.35 to 0.65 around one half. For a fixed Hamiltonian in exact arithmetic, and with polynomials applied in such pairs, the bound describes the fast final stage of purification, once every eigenvalue lies outside this window. The theorem does not say whether the occupation ends at 0 or at 1, so it does not settle the electron count.

```lean
/-- For a run that starts in [0,1], with pairs in any orders, the error multiplied by `sharpConst`
is after `n` pairs at most its initial value to the power `2ⁿ`; if that initial value is below one,
the error tends to zero. -/
theorem run_error (o : ℕ → Order) {x : ℝ} (hx : x ∈ Set.Icc (0 : ℝ) 1) :
    (∀ n, sharpConst * err (run o x n) ≤ (sharpConst * err x) ^ 2 ^ n) ∧
    (sharpConst * err x < 1 → Tendsto (fun n => err (run o x n)) atTop (𝓝 0)) := by
  have hC : 1 ≤ sharpConst := by
    unfold sharpConst
    linarith [Real.sqrt_nonneg 17]
  have hC0 : 0 ≤ sharpConst := by linarith
  have he : ∀ y ∈ Set.Icc (0 : ℝ) 1, 0 ≤ err y := fun y hy => by
    unfold err
    nlinarith [mul_nonneg hy.1 (sub_nonneg.2 hy.2)]
  have hb : ∀ n, sharpConst * err (run o x n) ≤ (sharpConst * err x) ^ 2 ^ n := by
    intro n
    induction n with
    | zero => simp [run]
    | succ n ih =>
      have hm := run_mem o hx n
      calc sharpConst * err (run o x (n + 1))
          ≤ sharpConst * (sharpConst * err (run o x n) ^ 2) :=
            mul_le_mul_of_nonneg_left ((pair_error_sharp (o n)).2 _ hm).1 hC0
        _ = (sharpConst * err (run o x n)) ^ 2 := by ring
        _ ≤ ((sharpConst * err x) ^ 2 ^ n) ^ 2 :=
            pow_le_pow_left₀ (mul_nonneg hC0 (he _ hm)) ih 2
        _ = (sharpConst * err x) ^ 2 ^ (n + 1) := by rw [← pow_mul, ← pow_succ]
  refine ⟨hb, fun h1 => ?_⟩
  have h0 : 0 ≤ sharpConst * err x := mul_nonneg hC0 (he x hx)
  refine squeeze_zero (fun n => he _ (run_mem o hx n)) (fun n => ?_)
    (tendsto_pow_atTop_nhds_zero_of_lt_one h0 h1)
  -- the doubly exponential bound lies below a geometric one
  have h2 : (sharpConst * err x) ^ 2 ^ n ≤ (sharpConst * err x) ^ n :=
    pow_le_pow_of_le_one h0 h1.le (Nat.lt_two_pow_self).le
  have h3 := le_mul_of_one_le_left (he _ (run_mem o hx n)) hC
  linarith [hb n]
```

## (f) An occupation that returns after every pair

Let \(g=(\sqrt5-1)/2\). Show that a run of square-first pairs from \(x_0=g\) satisfies

\[
x_n=g\quad\text{for all }n,\qquad e(g)=\sqrt5-2 .
\]

The number \(g\) satisfies \(g^2+g=1\). One square-first pair gives

\[
2g^2-g^4=1-(1-g^2)^2=1-g^2=g,
\]

so induction keeps every \(x_n\) at \(g\). The error is \(g-g^2=2g-1=\sqrt5-2\approx0.236\).

Convergence in (e) therefore does need some condition on the start. Here \(Ce_0\approx1.04\), just above the threshold. In the code, `h` is the equation \(g^2+g=1\), and the constant function `fun _ => .squareFirst` selects the same order for every pair.

```lean
/-- The occupation `(√5 - 1)/2`, whose error is `√5 - 2`, never changes under square-first
pairs. -/
theorem stationary_occupation (n : ℕ) :
    run (fun _ => .squareFirst) ((√5 - 1) / 2) n = (√5 - 1) / 2 ∧
    err ((√5 - 1) / 2) = √5 - 2 := by
  have h5 : √5 ^ 2 = (5 : ℝ) := Real.sq_sqrt (by norm_num)
  have h : ((√5 - 1) / 2) ^ 2 + (√5 - 1) / 2 = (1 : ℝ) := by
    linear_combination (1 / 4) * h5
  constructor
  · induction n with
    | zero => rfl
    | succ n ih =>
      simp only [run]
      rw [ih]
      simp only [pair, fill, square]
      linear_combination ((√5 - 1) / 2 - ((√5 - 1) / 2) ^ 2) * h
  · unfold err
    linear_combination -h
```

## (g) Applying the same polynomial twice

Let \(K\) be any real number. Show that some \(x\in(0,1)\) satisfies

\[
e(x^4)>K\,e(x)^2,
\]

and that the analogous inequality holds at some point of \((0,1)\) when \(2x-x^2\) is applied twice.

Factoring the difference gives

\[
e(x^4)-K e(x)^2=x^2(1-x)\Bigl[x^2(1+x)(1+x^2)-K(1-x)\Bigr].
\]

Choose \(x=1-d\) with \(d=1/(4(|K|+1))\). Then \(3/4\le x<1\), so the first term in the bracket is at least \(x^2\ge9/16\), while \(K(1-x)\le|K|d<1/4\). The bracket is positive, and so is the difference.

For the other polynomial, start from \(1-x\). Two applications give \(1-x^4\), and \(e\) is unchanged by the reflection, so the same inequality holds there.

Physically, squaring twice multiplies a small hole \(1-x\) by about four, so a small error grows about fourfold where a quadratic bound would require it to shrink. A pair of different polynomials avoids this at both ends of the interval.

The Lean proof first obtains the point close to one, then proves the factored difference positive as `key`. The equations `e1` and `e2` are the reflection.

```lean
/-- If the same SP2 polynomial is applied twice, no constant `K` bounds the new error by `K`
times the square of the old one. -/
theorem same_twice_not_quadratic (K : ℝ) :
    (∃ x ∈ Set.Ioo (0 : ℝ) 1, K * err x ^ 2 < err (square (square x))) ∧
    (∃ x ∈ Set.Ioo (0 : ℝ) 1, K * err x ^ 2 < err (fill (fill x))) := by
  -- an occupation close enough to one
  obtain ⟨x, hx, hx1, hK⟩ : ∃ x : ℝ, 3 / 4 ≤ x ∧ x < 1 ∧ K * (1 - x) < 1 / 4 := by
    have ha : 0 ≤ |K| := abs_nonneg K
    have hd : 0 < 1 / (4 * (|K| + 1)) := by positivity
    have hm : 1 / (4 * (|K| + 1)) * (4 * (|K| + 1)) = 1 :=
      one_div_mul_cancel (by positivity)
    generalize 1 / (4 * (|K| + 1)) = d at hd hm
    have h1 := mul_nonneg ha hd.le
    have h2 := mul_le_mul_of_nonneg_right (le_abs_self K) hd.le
    refine ⟨1 - d, by linarith, by linarith, ?_⟩
    rw [sub_sub_cancel]
    linarith
  have hx0 : 0 < x := by linarith
  have h1 : 1 ≤ (1 + x) * (1 + x ^ 2) := by
    have : 0 < x + x ^ 2 + x * x ^ 2 := by positivity
    linarith
  have h2 : x ^ 2 ≤ x ^ 2 * ((1 + x) * (1 + x ^ 2)) :=
    le_mul_of_one_le_right (sq_nonneg x) h1
  have h3 : 1 / 4 ≤ x ^ 2 := by nlinarith
  have key : 0 < x ^ 2 * (1 - x) * (x ^ 2 * ((1 + x) * (1 + x ^ 2)) - K * (1 - x)) :=
    mul_pos (mul_pos (by positivity) (by linarith)) (by linarith)
  have main : K * err x ^ 2 < err (square (square x)) := by
    unfold err square
    linarith
  refine ⟨⟨x, ⟨hx0, hx1⟩, main⟩, ⟨1 - x, ⟨by linarith, by linarith⟩, ?_⟩⟩
  -- particle-hole reflection turns one case into the other
  have e1 : err (1 - x) = err x := by unfold err; ring
  have e2 : err (fill (fill (1 - x))) = err (square (square x)) := by
    unfold err fill square
    ring
  rw [e1, e2]
  exact main

end

end SP2Pair
```

```lean
#print axioms SP2Pair.pair_error_sharp
-- 'SP2Pair.pair_error_sharp' depends on axioms: [propext, Classical.choice, Quot.sound]
#print axioms SP2Pair.run_error
-- 'SP2Pair.run_error' depends on axioms: [propext, Classical.choice, Quot.sound]
#print axioms SP2Pair.stationary_occupation
-- 'SP2Pair.stationary_occupation' depends on axioms: [propext, Classical.choice, Quot.sound]
#print axioms SP2Pair.same_twice_not_quadratic
-- 'SP2Pair.same_twice_not_quadratic' depends on axioms: [propext, Classical.choice, Quot.sound]
```
